# The Schwarz–Pick inequality for Green's functions with finitely many real poles and positive weights

Two identical sites are coupled by a hopping amplitude of size 1, with on-site energy zero. The levels are $\pm1$, each has weight $1/2$ on the first site, and the Green's function of that site is

$$G(z)=\frac{1/2}{z-1}+\frac{1/2}{z+1}=\frac{z}{z^2-1}.$$

Suppose its value is known at one complex energy $u$. How far can its value at another energy $z$ lie from it? At $z=i$ and $u=2i$ we have $G(z)=-0.5\,i$ and $G(u)=-0.4\,i$. Compare two products:

$$|G(z)-G(u)|\,|z-\bar u|=0.1\cdot 3=0.3,\qquad |z-u|\,|G(z)-\overline{G(u)}|=1\cdot 0.9=0.9 .$$

The first is smaller, and the gap comes entirely from the separation of the two levels. With a single level the two products are equal.

## The gap as a sum over pairs of levels

Let $G(z)=\sum_k w_k/(z-l_k)$ be a finite sum with weights $w_k>0$ and real levels $l_k$, and let $z,u$ lie in the upper half-plane. The claim is

$$|G(z)-G(u)|\,|z-\bar u|\le |z-u|\,|G(z)-\overline{G(u)}|,$$

with equality for $z\ne u$ exactly when all levels coincide.

Putting each pair of fractions over a common denominator gives

$$G(z)-G(u)=-(z-u)B,\qquad B=\sum_k\frac{w_k}{(z-l_k)(u-l_k)}.$$

Weights and levels are real, so $\overline{G(u)}=G(\bar u)$, and the same step with $\bar u$ for $u$ gives

$$G(z)-\overline{G(u)}=-(z-\bar u)A,\qquad A=\sum_k\frac{w_k}{(z-l_k)(\bar u-l_k)}.$$

The conjugation must reach the denominators of $A$ as well as the prefactor. If $u$ is left standing there, $A$ turns into $B$ and the inequality looks like an equality for every set of levels.

Both sides of the claim now contain $|z-u|\,|z-\bar u|$, and what remains is to compare $|A|$ with $|B|$. Write each squared modulus as a double sum over $j,k$, and set $P=(z-l_j)(\bar z-l_k)$ and $Q=(u-l_j)(\bar u-l_k)$. The pair $(j,k)$ contributes

$$w_jw_k\,\mathrm{Re}\frac1{P\bar Q}=w_jw_k\frac{\mathrm{Re}(\bar PQ)}{|P|^2|Q|^2}\ \text{ to } |A|^2,\qquad w_jw_k\,\mathrm{Re}\frac1{PQ}=w_jw_k\frac{\mathrm{Re}(PQ)}{|P|^2|Q|^2}\ \text{ to } |B|^2.$$

The numerators differ by $\mathrm{Re}(\bar PQ)-\mathrm{Re}(PQ)=2\,\mathrm{Im}P\,\mathrm{Im}Q$. Multiplying out, $\mathrm{Im}P=(l_j-l_k)\,\mathrm{Im}z$ and $\mathrm{Im}Q=(l_j-l_k)\,\mathrm{Im}u$. Hence

$$|A|^2-|B|^2=2\,\mathrm{Im}z\,\mathrm{Im}u\;S,\qquad S=\sum_{j,k}\frac{w_jw_k(l_j-l_k)^2}{|z-l_j|^2|z-l_k|^2|u-l_j|^2|u-l_k|^2}.$$

The squares of the right and left sides of the claim therefore differ by

$$2\,\mathrm{Im}z\,\mathrm{Im}u\,|z-u|^2|z-\bar u|^2\,S .$$

No term of $S$ is negative, and $S$ vanishes only if every difference $l_j-l_k$ does. This settles both the inequality and the case of equality. For the two sites, $S=0.02$ and the difference is $36\cdot0.02=0.72=0.9^2-0.3^2$.

If there is at least one level, then

$$\mathrm{Im}\,G(z)=-\sum_k \frac{w_k\,\mathrm{Im}z}{|z-l_k|^2}<0 .$$

So $G(z)-\overline{G(u)}$ has imaginary part $\mathrm{Im}\,G(z)+\mathrm{Im}\,G(u)<0$ and is not zero. Dividing by the two conjugate distances gives

$$\frac{|G(z)-G(u)|}{|G(z)-\overline{G(u)}|}\le\frac{|z-u|}{|z-\bar u|}.$$

Each side is a pseudo-hyperbolic distance, and $G$ does not increase it. The Schwarz–Pick lemma of complex analysis says this of every holomorphic map between half-planes; the derivation above is carried out for finite pole sums.

For a finite, non-interacting system, the inequality is a necessary condition on the values of a diagonal Green's function at any two positive Matsubara frequencies. A violation shows that the data do not come from a finite pole sum with positive weights.

## Poles, weights and distance in Lean

The finite type `ι` labels the levels, and `w` and `l` are real-valued functions on it. Levels may repeat, and the weights need not add up to 1.

```lean
import Mathlib

open ComplexConjugate

namespace SchwarzPickGreen

noncomputable section

variable {ι : Type*} [Fintype ι] (w l : ι → ℝ) {z u : ℂ}
```

`green` is the pole sum $G$. Textbooks often write $\varepsilon_k$ or $E_k$ for the levels called `l k` here, and the comments call the complex energy a frequency. The step from a Hamiltonian to this sum is left to the reader: for a Hermitian matrix with orthonormal eigenvectors $|k\rangle$ and a normalised orbital $|\varphi\rangle$, the weights are $w_k=|\langle k|\varphi\rangle|^2$, and levels with zero weight are left out.

```lean
/-- The Green's function `G(z) = ∑ₖ wₖ / (z - lₖ)` with weights `wₖ` and real levels `lₖ`,
for `z` different from every level. -/
def green (z : ℂ) : ℂ := ∑ k, (w k : ℂ) / (z - l k)
```

`levelSpread` is the quantity $S$, a name chosen for this development. It runs over ordered pairs, so two different levels are counted twice.

```lean
/-- The weighted sum of squared level differences `(lⱼ - lₖ)²`, seen from two frequencies
`z` and `u` that are different from every level. -/
def levelSpread (z u : ℂ) : ℝ :=
  ∑ j, ∑ k, w j * w k * (l j - l k) ^ 2 /
    (‖z - l j‖ * ‖z - l k‖ * ‖u - l j‖ * ‖u - l k‖) ^ 2
```

`pseudoDist` is the quotient $|z-u|/|z-\bar u|$. It serves for the energies in the upper half-plane and for the values of $G$ in the lower one.

```lean
/-- The pseudo-hyperbolic distance `|z - u| / |z - conj u|` of two points in the same open
half-plane, upper or lower. -/
def pseudoDist (z u : ℂ) : ℝ := ‖z - u‖ / ‖z - conj u‖
```

## Conjugation and the resolvent identity

A nonreal energy cannot equal a real level, which keeps all denominators away from zero.

```lean
/-- A frequency off the real axis never meets a real level. -/
theorem sub_level_ne (hz : z.im ≠ 0) (a : ℝ) : z - a ≠ 0 := by
  intro h
  apply hz
  have h' := congrArg Complex.im h
  simpa using h'
```

The next lemma is $\overline{G(z)}=G(\bar z)$.

```lean
/-- Complex conjugation of the Green's function conjugates its frequency. -/
theorem green_conj (z : ℂ) : conj (green w l z) = green w l (conj z) := by
  simp [green]
```

`green_sub` is the factorisation $G(z)-G(u)=-(z-u)B$. It asks only that both energies be nonreal, so it can also be used at $\bar u$, where it produces $A$.

```lean
/-- The resolvent identity: for frequencies off the real axis, the difference of two values of the
Green's function is minus the difference of the frequencies times the sum
`∑ₖ wₖ / ((z - lₖ) * (u - lₖ))`, which itself depends on both frequencies. -/
theorem green_sub (hz : z.im ≠ 0) (hu : u.im ≠ 0) :
    green w l z - green w l u =
      -(z - u) * ∑ k, (w k : ℂ) / ((z - l k) * (u - l k)) := by
  unfold green
  rw [← Finset.sum_sub_distrib, Finset.mul_sum]
  refine Finset.sum_congr rfl fun k _ => ?_
  rw [div_sub_div _ _ (sub_level_ne hz (l k)) (sub_level_ne hu (l k))]
  ring
```

## The exact defect

`schwarz_pick_defect` is the formula for the difference of the squares. It holds for real weights of either sign and for energies in either half-plane; positivity enters later.

Inside the proof, `hsq` turns a squared modulus into a double sum. `hre` and `him` give the real and imaginary parts of one summand, and `hcj` says that $|\bar u-a|=|u-a|$ for real $a$. The statement `key` is $|A|^2-|B|^2=2\,\mathrm{Im}z\,\mathrm{Im}u\,S$, checked pair by pair. Where the derivation by hand uses $P$ and $Q$, Lean expands the numerators into real and imaginary parts, keeps the squared moduli in the denominators as they are, and lets `ring` confirm the identity. The last lines factor both differences of Green's functions and multiply `key` by $|z-u|^2|z-\bar u|^2$.

```lean
/-- For frequencies off the real axis, the squares of the two sides of the Schwarz-Pick
inequality differ by an explicit multiple of the level spread. -/
theorem schwarz_pick_defect (hz : z.im ≠ 0) (hu : u.im ≠ 0) :
    (‖z - u‖ * ‖green w l z - conj (green w l u)‖) ^ 2
      - (‖green w l z - green w l u‖ * ‖z - conj u‖) ^ 2
      = 2 * z.im * u.im * (‖z - u‖ * ‖z - conj u‖) ^ 2 * levelSpread w l z u := by
  have hu' : (conj u).im ≠ 0 := by
    rw [Complex.conj_im]
    exact neg_ne_zero.mpr hu
  -- the squared modulus of a sum is a double sum
  have hsq : ∀ f : ι → ℂ, ‖∑ k, f k‖ ^ 2 =
      ∑ j, ∑ k, ((f j).re * (f k).re + (f j).im * (f k).im) := by
    intro f
    rw [Complex.sq_norm, Complex.normSq_apply, Complex.re_sum, Complex.im_sum,
      Finset.sum_mul_sum, Finset.sum_mul_sum]
    simp only [Finset.sum_add_distrib]
  have hre : ∀ (a : ℝ) (p q : ℂ), ((a : ℂ) / (p * q)).re =
      a * (p.re * q.re - p.im * q.im) / (Complex.normSq p * Complex.normSq q) := by
    intro a p q
    simp only [Complex.div_re, Complex.normSq_mul, Complex.mul_re, Complex.mul_im,
      Complex.ofReal_re, Complex.ofReal_im]
    ring
  have him : ∀ (a : ℝ) (p q : ℂ), ((a : ℂ) / (p * q)).im =
      -(a * (p.re * q.im + p.im * q.re)) / (Complex.normSq p * Complex.normSq q) := by
    intro a p q
    simp only [Complex.div_im, Complex.normSq_mul, Complex.mul_re, Complex.mul_im,
      Complex.ofReal_re, Complex.ofReal_im]
    ring
  have hcj : ∀ a : ℝ, Complex.normSq (conj u - a) = Complex.normSq (u - a) := by
    intro a
    simp only [Complex.normSq_apply, Complex.sub_re, Complex.sub_im, Complex.conj_re,
      Complex.conj_im, Complex.ofReal_re, Complex.ofReal_im]
    ring
  -- each pair of levels contributes its squared difference
  have key : ‖∑ k, (w k : ℂ) / ((z - l k) * (conj u - l k))‖ ^ 2
      - ‖∑ k, (w k : ℂ) / ((z - l k) * (u - l k))‖ ^ 2
      = 2 * z.im * u.im * levelSpread w l z u := by
    rw [hsq, hsq, levelSpread, Finset.mul_sum, ← Finset.sum_sub_distrib]
    refine Finset.sum_congr rfl fun j _ => ?_
    rw [Finset.mul_sum, ← Finset.sum_sub_distrib]
    refine Finset.sum_congr rfl fun k _ => ?_
    simp only [hre, him, hcj, mul_pow, Complex.sq_norm, Complex.sub_re, Complex.sub_im,
      Complex.conj_re, Complex.conj_im, Complex.ofReal_re, Complex.ofReal_im, sub_zero]
    ring
  rw [green_conj, green_sub w l hz hu, green_sub w l hz hu']
  simp only [norm_mul, norm_neg]
  linear_combination (‖z - u‖ * ‖z - conj u‖) ^ 2 * key
```

## When the level spread vanishes

With positive weights every term of $S$ is nonnegative. If two levels differed, their term would be strictly positive and so would the sum, by `Finset.sum_pos'`; this contradicts $S=0$. Conversely, equal levels make every term zero.

```lean
/-- For positive weights and frequencies off the real axis, the level spread is nonnegative,
and it vanishes exactly when all levels coincide. -/
theorem levelSpread_nonneg_and_eq_zero_iff (hw : ∀ k, 0 < w k)
    (hz : z.im ≠ 0) (hu : u.im ≠ 0) :
    0 ≤ levelSpread w l z u ∧ (levelSpread w l z u = 0 ↔ ∀ j k, l j = l k) := by
  have term : ∀ j k, 0 ≤ w j * w k * (l j - l k) ^ 2 /
      (‖z - l j‖ * ‖z - l k‖ * ‖u - l j‖ * ‖u - l k‖) ^ 2 := by
    intro j k
    have hj := hw j
    have hk := hw k
    positivity
  refine ⟨Finset.sum_nonneg fun j _ => Finset.sum_nonneg fun k _ => term j k, ?_, ?_⟩
  · intro h j k
    by_contra hne
    -- two different levels make one term strictly positive
    have hpos : 0 < levelSpread w l z u := by
      unfold levelSpread
      refine Finset.sum_pos' (fun j _ => Finset.sum_nonneg fun k _ => term j k)
        ⟨j, Finset.mem_univ j, Finset.sum_pos' (fun k _ => term j k)
          ⟨k, Finset.mem_univ k, ?_⟩⟩
      have hj := hw j
      have hk := hw k
      have hd : l j - l k ≠ 0 := sub_ne_zero.mpr hne
      have h1 := norm_pos_iff.mpr (sub_level_ne hz (l j))
      have h2 := norm_pos_iff.mpr (sub_level_ne hz (l k))
      have h3 := norm_pos_iff.mpr (sub_level_ne hu (l j))
      have h4 := norm_pos_iff.mpr (sub_level_ne hu (l k))
      positivity
    exact hpos.ne' h
  · intro h
    refine Finset.sum_eq_zero fun j _ => Finset.sum_eq_zero fun k _ => ?_
    rw [h j k]
    simp
```

## Inequality and equality case

A small lemma shows that $z-\bar u\ne0$ whenever the imaginary parts of $z$ and $u$ do not cancel.

```lean
/-- Two points whose imaginary parts do not cancel are not mirror images in the real axis. -/
theorem sub_conj_ne (h : z.im + u.im ≠ 0) : z - conj u ≠ 0 := by
  intro h0
  have h1 := congrArg Complex.im h0
  simp only [Complex.sub_im, Complex.conj_im, Complex.zero_im, sub_neg_eq_add] at h1
  exact h h1
```

`schwarz_pick` has two parts. The first is the inequality for any two points of the upper half-plane. The second, under the hypothesis `z ≠ u`, says that equality holds if and only if `∀ j k, l j = l k`. At $z=u$ both sides are zero whatever the levels are, so the equivalence needs distinct points. An empty index type is allowed: then $G=0$, both sides vanish, and the condition on the levels holds trivially.

The proof reads the inequality off the defect formula and removes the squares, since both sides are nonnegative. For the equality case, the prefactor of $S$ is strictly positive when $z\neq u$, so equality of the two sides is the same as $S=0$.

```lean
/-- **Schwarz-Pick inequality** for a Green's function with positive weights and real levels, at
two points of the upper half-plane. For distinct points, equality holds exactly when all levels
coincide. -/
theorem schwarz_pick (hw : ∀ k, 0 < w k) (hz : 0 < z.im) (hu : 0 < u.im) :
    ‖green w l z - green w l u‖ * ‖z - conj u‖
        ≤ ‖z - u‖ * ‖green w l z - conj (green w l u)‖ ∧
      (z ≠ u → (‖green w l z - green w l u‖ * ‖z - conj u‖
        = ‖z - u‖ * ‖green w l z - conj (green w l u)‖ ↔ ∀ j k, l j = l k)) := by
  have hd := schwarz_pick_defect w l hz.ne' hu.ne'
  obtain ⟨hS, hS0⟩ := levelSpread_nonneg_and_eq_zero_iff w l hw hz.ne' hu.ne'
  constructor
  · have h0 : 0 ≤ 2 * z.im * u.im * (‖z - u‖ * ‖z - conj u‖) ^ 2 * levelSpread w l z u :=
      mul_nonneg (by positivity) hS
    exact (sq_le_sq₀ (by positivity) (by positivity)).mp (by linarith)
  · intro hne
    rw [← hS0]
    constructor
    · intro h
      have h1 := norm_pos_iff.mpr (sub_ne_zero.mpr hne)
      have h2 := norm_pos_iff.mpr (sub_conj_ne (add_pos hz hu).ne')
      have hc : 0 < 2 * z.im * u.im * (‖z - u‖ * ‖z - conj u‖) ^ 2 := by positivity
      rw [h, sub_self] at hd
      exact (mul_eq_zero.mp hd.symm).resolve_left hc.ne'
    · intro h
      rw [h, mul_zero] at hd
      exact (sq_eq_sq₀ (by positivity) (by positivity)).mp (by linarith)
```

## Contraction of the pseudo-hyperbolic distance

`green_im_neg` is the sign of the imaginary part. It needs `[Nonempty ι]`, because the empty sum is zero. The proof rewrites each term of $-\mathrm{Im}\,G(z)$ as $w_k\,\mathrm{Im}z/|z-l_k|^2$ and adds up positive numbers.

```lean
/-- With at least one level and positive weights, the Green's function maps the upper half-plane
into the lower one. -/
theorem green_im_neg [Nonempty ι] (hw : ∀ k, 0 < w k) (hz : 0 < z.im) :
    (green w l z).im < 0 := by
  have h : 0 < ∑ k, -((w k : ℂ) / (z - l k)).im := by
    refine Finset.sum_pos (fun k _ => ?_) Finset.univ_nonempty
    have e : -((w k : ℂ) / (z - l k)).im = w k * z.im / Complex.normSq (z - l k) := by
      simp only [Complex.div_im, Complex.ofReal_re, Complex.ofReal_im, Complex.sub_re,
        Complex.sub_im, sub_zero]
      ring
    rw [e]
    exact div_pos (mul_pos (hw k) hz) (Complex.normSq_pos.mpr (sub_level_ne hz.ne' (l k)))
  rw [Finset.sum_neg_distrib] at h
  unfold green
  rw [Complex.im_sum]
  linarith
```

`green_contraction` is the quotient form. The lemmas `green_im_neg` and `sub_conj_ne` make both denominators positive, and `div_le_div_iff₀` clears them, which leaves the first part of `schwarz_pick`.

```lean
/-- With at least one level and positive weights, the Green's function does not increase the
pseudo-hyperbolic distance between two points of the upper half-plane. -/
theorem green_contraction [Nonempty ι] (hw : ∀ k, 0 < w k) (hz : 0 < z.im) (hu : 0 < u.im) :
    pseudoDist (green w l z) (green w l u) ≤ pseudoDist z u := by
  have h1 := norm_pos_iff.mpr
    (sub_conj_ne (add_neg (green_im_neg w l hw hz) (green_im_neg w l hw hu)).ne)
  have h2 := norm_pos_iff.mpr (sub_conj_ne (add_pos hz hu).ne')
  unfold pseudoDist
  rw [div_le_div_iff₀ h1 h2]
  exact (schwarz_pick w l hw hz hu).1

end

end SchwarzPickGreen
```

```lean
#print axioms SchwarzPickGreen.schwarz_pick
#print axioms SchwarzPickGreen.green_contraction
```

```
'SchwarzPickGreen.schwarz_pick' depends on axioms: [propext, Classical.choice, Quot.sound]
'SchwarzPickGreen.green_contraction' depends on axioms: [propext, Classical.choice, Quot.sound]
```
